# A Born cavity of fixed radius narrows the gap $I-A$ of a neutral species by $(1-1/\varepsilon)/R$ and leaves $I+A$ unchanged

A: Put a neutral species with ionisation energy $I$ and electron affinity $A$ into a spherical cavity of radius $R>0$ in a dielectric of permittivity $\varepsilon\ge 1$. If each charge state gains its Born solvation energy, the solvated values satisfy
$$I'-A' = I-A-\frac{1}{R}\Big(1-\frac1\varepsilon\Big),\qquad I'+A'=I+A .$$
Charges are in units of the elementary charge and energies in Gaussian form, so with $R$ in bohr the shift is in hartree.

Q: Before I look at any code, show me the calculation. Where does the solvation energy come from?

A: From the field outside the cavity. A charge $q$ at the centre produces the displacement $D=q/r^2$, and in the medium the electric field is $D/\varepsilon$. The energy density is $D\cdot(D/\varepsilon)/(8\pi)$, and a shell has volume $4\pi r^2\,dr$, so the energy outside the cavity is
$$\int_R^\infty \frac{q^2}{8\pi\varepsilon r^4}\,4\pi r^2\,dr=\frac1\varepsilon\int_R^\infty\frac{q^2}{2r^2}\,dr .$$
Subtract the same expression with $\varepsilon=1$. The field inside the cavity is the same in both cases and drops out. What remains is
$$G(q)=-\Big(1-\frac1\varepsilon\Big)\int_R^\infty\frac{q^2}{2r^2}\,dr=-\kappa\,\frac{q^2}{2R},\qquad \kappa=1-\frac1\varepsilon,$$
because $\int_R^\infty r^{-2}\,dr=1/R$.

Q: And the shifts of $I$ and $A$?

A: Let $E(z)$ be the gas-phase energy of the state with integer charge $z$, and let $E'(z)=E(z)+G(z)$ be its energy in solution. Removing an electron raises $z$ by one, so $I(z)=E(z+1)-E(z)$ and $A(z)=E(z)-E(z-1)$. With $E'$ in place of $E$,
$$I'(z)=I(z)-\frac{\kappa}{2R}\big[(z+1)^2-z^2\big]=I(z)-\frac{\kappa(2z+1)}{2R},$$
$$A'(z)=A(z)-\frac{\kappa}{2R}\big[z^2-(z-1)^2\big]=A(z)-\frac{\kappa(2z-1)}{2R}.$$
Subtracting gives a gap shift of $-\kappa/R$ for every $z$. Adding gives a shift of $-2z\kappa/R$ in $I+A$, which vanishes at $z=0$. For the neutral species, $I$ falls by $\kappa/(2R)$ and $A$ rises by the same amount.

Q: Fine. Now convince me that the formal version says this, and not something that merely resembles it.

A: The file opens with its setting.

```lean
import Mathlib

open MeasureTheory Set Filter Topology

namespace BornSolvationGap

noncomputable section
```

The first definition is the field energy outside the cavity, with the factors $8\pi$ and $4\pi r^2$ left in place.

```lean
/-- Electrostatic energy (Gaussian units) stored outside a sphere of radius `R > 0` around a
charge `q` in a medium of permittivity `ε ≠ 0`: the density `D E / (8π)`, with `D = q / r²` and
`E = D / ε`, integrated over spherical shells. -/
def fieldEnergy (ε R q : ℝ) : ℝ :=
  ∫ r in Ioi R, (q / r ^ 2) * (ε⁻¹ * (q / r ^ 2)) / (8 * Real.pi) * (4 * Real.pi * r ^ 2)
```

Here `Ioi R` is the set of all $r>R$, and `ε⁻¹ * (q / r ^ 2)` is the electric field, which only this docstring calls `E`; everywhere else `E` stands for the energies of the charge states. The displacement $q/r^2$ is put in by hand as the field of a centred charge; it is not derived from Poisson's equation.

Q: Then the solvation energy could just be a second, unrelated definition.

A: It is a separate definition, and a theorem further down ties it to the first.

```lean
/-- Born solvation energy of a charge `q` in a cavity of radius `R > 0` in a medium of
permittivity `ε ≠ 0`. -/
def bornEnergy (ε R q : ℝ) : ℝ :=
  -(1 - 1 / ε) * ∫ r in Ioi R, q ^ 2 / (2 * r ^ 2)
```

The permittivity stands for a linear, isotropic medium that responds in the same way at every point outside the cavity.

Q: What about the energies of the molecule? If the shifted $I'$ and $A'$ were postulated, I would call the result circular.

A: They are not. Only the total energies are modified:

```lean
/-- Total energies of the charge states `z` in solution: gas-phase energy plus Born energy,
for `R > 0` and `ε ≠ 0`. -/
def solvated (ε R : ℝ) (E : ℤ → ℝ) (z : ℤ) : ℝ := E z + bornEnergy ε R z
```

`E : ℤ → ℝ` assigns a real energy to every integer charge, and nothing else is assumed about it. Ionisation energy, affinity and gap are then differences, written once and applied to gas-phase and solvated energies alike.

```lean
/-- Ionisation energy of the species with charge `z`. -/
def ionisation (E : ℤ → ℝ) (z : ℤ) : ℝ := E (z + 1) - E z

/-- Electron affinity of the species with charge `z`. -/
def affinity (E : ℤ → ℝ) (z : ℤ) : ℝ := E z - E (z - 1)

/-- Fundamental gap `I - A` of the species with charge `z`. -/
def gap (E : ℤ → ℝ) (z : ℤ) : ℝ := ionisation E z - affinity E z
```

So $I'$ is `ionisation (solvated ε R E) 0`, and $I$ is `ionisation E 0`.

Q: Which physics does that leave out?

A: Several things. The radius is the same for cation, neutral and anion. The solute's charge distribution enters only through its total charge, so dipoles and the polarisation of the solute by the solvent are absent. One permittivity describes the whole response; if it is the static one, the medium is fully equilibrated around each charge state. The energy of the free electron is taken as zero in both environments, so the electron ends up in vacuum and not in the solvent. Finally, since `E` is arbitrary, nothing guarantees that the solvated gap is positive.

Q: Let us go through the proofs, then. Who does the integral?

A: The first theorem.

```lean
/-- The radial integral of `q² / (2r²)` outside a sphere of radius `R > 0` is `q² / (2R)`. -/
theorem radial_integral {R : ℝ} (hR : 0 < R) (q : ℝ) :
    ∫ r in Ioi R, q ^ 2 / (2 * r ^ 2) = q ^ 2 / (2 * R) := by
  -- write the integrand as a real power, whose integral is known
  have h : ∫ r in Ioi R, q ^ 2 / (2 * r ^ 2)
      = ∫ r in Ioi R, q ^ 2 / 2 * r ^ (-2 : ℝ) := by
    apply setIntegral_congr_fun measurableSet_Ioi
    intro r hr
    have hr0 : 0 < r := lt_trans hR hr
    beta_reduce
    rw [Real.rpow_neg hr0.le, Real.rpow_two]
    ring
  rw [h, integral_const_mul, integral_Ioi_rpow_of_lt (by norm_num) hR,
    show (-2 : ℝ) + 1 = -1 by norm_num, Real.rpow_neg_one]
  ring
```

It rewrites $q^2/(2r^2)$ as $\tfrac{q^2}{2}\,r^{-2}$ with a real exponent. Mathlib knows the integral of $r^a$ over $r>R$ when $a<-1$ and $R>0$, and `integral_Ioi_rpow_of_lt` supplies it. For $a=-2$ this gives $1/R$, as it did by hand.

Q: And the promised link to the field energy?

A: That comes next.

```lean
/-- For a cavity of radius `R > 0`, the Born energy is the field energy outside the cavity in
the medium minus the field energy there in vacuum. -/
theorem bornEnergy_eq_field_difference {R : ℝ} (hR : 0 < R) (ε q : ℝ) :
    bornEnergy ε R q = fieldEnergy ε R q - fieldEnergy 1 R q := by
  -- the medium scales the vacuum field energy by the inverse permittivity
  have h : ∀ e : ℝ, fieldEnergy e R q = e⁻¹ * ∫ r in Ioi R, q ^ 2 / (2 * r ^ 2) := by
    intro e
    unfold fieldEnergy
    generalize e⁻¹ = k
    rw [← integral_const_mul]
    apply setIntegral_congr_fun measurableSet_Ioi
    intro r hr
    have hr0 : r ≠ 0 := (lt_trans hR hr).ne'
    have hpi : Real.pi ≠ 0 := Real.pi_ne_zero
    beta_reduce
    field_simp
    ring
  rw [h ε, h 1, bornEnergy]
  ring
```

The inner statement `h` says that for any permittivity `e` the field energy is `e⁻¹` times the integral of $q^2/(2r^2)$. This is the cancellation of $8\pi$ against $4\pi r^2$, carried out on the integrand at each $r>R$. Applying `h` to `ε` and to `1` and subtracting produces the prefactor $-(1-1/\varepsilon)$. The value of the integral isn't needed for this step.

Q: So the closed form is a separate statement.

A: Yes, and it takes one line, since the integral has been evaluated already.

```lean
/-- Born's formula: for `R > 0` the solvation energy is `-(1 - 1/ε) q² / (2R)`. -/
theorem bornEnergy_eq {R : ℝ} (hR : 0 < R) (ε q : ℝ) :
    bornEnergy ε R q = -(1 - 1 / ε) * (q ^ 2 / (2 * R)) := by
  rw [bornEnergy, radial_integral hR]
```

Q: My own way of putting it would be $I'=I+G(1)$ and $A'=A-G(-1)$. Do you have that?

A: As a theorem about the neutral species.

```lean
/-- For a neutral species, solvation adds the Born energy of the cation to the ionisation energy
and subtracts the Born energy of the anion from the electron affinity. -/
theorem neutral_shifts (ε R : ℝ) (E : ℤ → ℝ) :
    ionisation (solvated ε R E) 0 = ionisation E 0 + bornEnergy ε R 1 ∧
    affinity (solvated ε R E) 0 = affinity E 0 - bornEnergy ε R (-1) := by
  -- the uncharged species has no Born energy
  have h0 : bornEnergy ε R 0 = 0 := by simp [bornEnergy]
  constructor
  · simp only [ionisation, solvated, zero_add, Int.cast_one, Int.cast_zero, h0]
    ring
  · simp only [affinity, solvated, zero_sub, Int.cast_neg, Int.cast_one, Int.cast_zero, h0]
    ring
```

The one physical ingredient is $G(0)=0$: the uncharged species has no Born energy. After that, $I'=E(1)+G(1)-E(0)$ and $A'=E(0)-E(-1)-G(-1)$ can be read off. No condition on $R$ appears, because the argument never evaluates the integral for a charged state.

Q: Now the gap.

A: It is proved for any charge $z$.

```lean
/-- In a cavity of radius `R > 0`, solvation changes the fundamental gap of a species of any
charge by `-(1 - 1/ε) / R`. -/
theorem gap_solvated {R : ℝ} (hR : 0 < R) (ε : ℝ) (E : ℤ → ℝ) (z : ℤ) :
    gap (solvated ε R E) z = gap E z - (1 - 1 / ε) / R := by
  simp only [gap, ionisation, affinity, solvated, bornEnergy_eq hR]
  push_cast
  ring
```

The `simp only` step replaces every energy by its definition and every Born energy by its closed form. `push_cast` turns the integer charges $z+1$ and $z-1$ into real numbers, and `ring` carries out the second difference $(z+1)^2-2z^2+(z-1)^2=2$. Multiplied by $-\kappa/(2R)$, this is the shift $-\kappa/R$.

Q: The sum should depend on $z$.

A: It does, and the proof has the same shape.

```lean
/-- In a cavity of radius `R > 0`, solvation changes `I + A` of a species of charge `z` by
`-2z (1 - 1/ε) / R`. -/
theorem sum_solvated {R : ℝ} (hR : 0 < R) (ε : ℝ) (E : ℤ → ℝ) (z : ℤ) :
    ionisation (solvated ε R E) z + affinity (solvated ε R E) z
      = ionisation E z + affinity E z - 2 * z * ((1 - 1 / ε) / R) := by
  simp only [ionisation, affinity, solvated, bornEnergy_eq hR]
  push_cast
  ring
```

This time `ring` works with $(z+1)^2-(z-1)^2=4z$, which gives $-2z\kappa/R$.

Q: So the headline result is the case $z=0$?

A: Exactly that.

```lean
/-- For a neutral species in a cavity of radius `R > 0`, solvation changes `I - A` by
`-(1 - 1/ε) / R` and leaves `I + A` unchanged. -/
theorem neutral_gap_and_sum {R : ℝ} (hR : 0 < R) (ε : ℝ) (E : ℤ → ℝ) :
    ionisation (solvated ε R E) 0 - affinity (solvated ε R E) 0
      = ionisation E 0 - affinity E 0 - (1 - 1 / ε) / R ∧
    ionisation (solvated ε R E) 0 + affinity (solvated ε R E) 0
      = ionisation E 0 + affinity E 0 := by
  refine ⟨gap_solvated hR ε E 0, ?_⟩
  rw [sum_solvated hR]
  push_cast
  ring
```

The first half is `gap_solvated` at charge zero. The second is `sum_solvated` at charge zero, where the shift is multiplied by $0$.

Q: You announced $\varepsilon\ge1$, but I see no such hypothesis here.

A: The two identities are algebraic and don't need it. They even hold at $\varepsilon=0$, where Lean sets $1/0=0$ and the statement has no physical content. The condition matters once you ask about the sign and size of the shift.

```lean
/-- For `R > 0` and `ε ≥ 1`, solvation never widens the gap, and it narrows the gap by less
than `1/R`. -/
theorem gap_bounds {R ε : ℝ} (hR : 0 < R) (hε : 1 ≤ ε) (E : ℤ → ℝ) (z : ℤ) :
    gap E z - 1 / R < gap (solvated ε R E) z ∧ gap (solvated ε R E) z ≤ gap E z := by
  have hpos : 0 < ε := by linarith
  have h1 : 1 / ε ≤ 1 := by
    rw [div_le_one hpos]
    exact hε
  have h2 : 0 < 1 / ε / R := by positivity
  have h3 : 0 ≤ (1 - 1 / ε) / R := div_nonneg (by linarith) hR.le
  have h4 : (1 - 1 / ε) / R = 1 / R - 1 / ε / R := sub_div _ _ _
  rw [gap_solvated hR]
  constructor <;> linarith
```

For $\varepsilon\ge1$ we have $0\le\kappa<1$, so the gap never widens and closes by less than $1/R$. The proof splits $\kappa/R$ into $1/R-(1/\varepsilon)/R$. The subtracted term is positive, which gives the strict bound, and $\kappa/R\ge0$ gives the other one.

Q: What happens if I drop $\varepsilon\ge1$ there?

A: Take $\varepsilon=1/2$ and $R=1$. Then $\kappa=-1$, and the gap widens by $1$, so the upper bound fails. This only tests the algebra: an ordinary dielectric in a static field has $\varepsilon\ge1$, so no such solvent is meant.

Q: Is $1/R$ the best bound, or just a convenient one?

A: It is approached in the conductor limit.

```lean
/-- As the permittivity grows without bound, the gap in a cavity of radius `R > 0` tends to the
gas-phase gap minus `1/R`. -/
theorem gap_conductor_limit {R : ℝ} (hR : 0 < R) (E : ℤ → ℝ) (z : ℤ) :
    Tendsto (fun ε : ℝ => gap (solvated ε R E) z) atTop (𝓝 (gap E z - 1 / R)) := by
  have h : Tendsto (fun ε : ℝ => ε⁻¹) atTop (𝓝 0) := tendsto_inv_atTop_zero
  have h' := ((h.const_sub 1).div_const R).const_sub (gap E z)
  simp only [gap_solvated hR, one_div]
  simpa only [sub_zero, one_div] using h'
```

`Tendsto … atTop (𝓝 …)` is the usual limit as $\varepsilon\to\infty$. The proof starts from $\varepsilon^{-1}\to0$ and builds up the expression for the gap around it: subtract from $1$, divide by $R$, subtract from the gas-phase gap. Since the reduction comes arbitrarily close to $1/R$, no smaller constant would serve for all $\varepsilon\ge1$.

Q: One last doubt. Perhaps $I+A$ is unchanged for some ions as well, and neutrality is just a comfortable assumption.

A: In a medium with $\varepsilon>1$ it is unchanged for the neutral species only.

```lean
/-- For `R > 0` and `ε > 1`, solvation leaves `I + A` unchanged exactly when the species is
neutral. -/
theorem sum_unchanged_iff_neutral {R ε : ℝ} (hR : 0 < R) (hε : 1 < ε) (E : ℤ → ℝ) (z : ℤ) :
    ionisation (solvated ε R E) z + affinity (solvated ε R E) z
      = ionisation E z + affinity E z ↔ z = 0 := by
  have h1 : 1 / ε < 1 := by
    rw [div_lt_one (by linarith)]
    exact hε
  have hk : 0 < (1 - 1 / ε) / R := div_pos (by linarith) hR
  rw [sum_solvated hR]
  constructor
  · intro h
    -- the shift is the charge times a non-zero factor
    have hz : (z : ℝ) * ((1 - 1 / ε) / R) = 0 := by linear_combination -(1 / 2) * h
    rcases mul_eq_zero.mp hz with h0 | h0
    · exact_mod_cast h0
    · exact absurd h0 hk.ne'
  · intro h
    subst h
    push_cast
    ring

end

end BornSolvationGap
```

If the sum is unchanged, then $z\,\kappa/R=0$; the `linear_combination` line extracts this from the formula for the sum. Since $\kappa/R>0$, the charge must be zero. The converse is substitution. For a concrete ion, take $z=1$, $\varepsilon=2$ and $R=1$: then $\kappa=1/2$, and $I+A$ drops by $1$. The strict inequality matters too, because at $\varepsilon=1$ there is no solvation energy and $I+A$ is unchanged for every charge.

```lean
#print axioms BornSolvationGap.neutral_gap_and_sum
-- 'BornSolvationGap.neutral_gap_and_sum' depends on axioms: [propext, Classical.choice, Quot.sound]
#print axioms BornSolvationGap.gap_bounds
-- 'BornSolvationGap.gap_bounds' depends on axioms: [propext, Classical.choice, Quot.sound]
#print axioms BornSolvationGap.gap_conductor_limit
-- 'BornSolvationGap.gap_conductor_limit' depends on axioms: [propext, Classical.choice, Quot.sound]
#print axioms BornSolvationGap.sum_unchanged_iff_neutral
-- 'BornSolvationGap.sum_unchanged_iff_neutral' depends on axioms: [propext, Classical.choice, Quot.sound]
```

Q: Then what may I take from this for electronic structure?

A: In conceptual density-functional theory, $I-A$ measures the chemical hardness and $(I+A)/2$ is the Mulliken electronegativity. Within this model of one fixed spherical cavity and a purely monopolar solute, a dielectric therefore softens a neutral species without changing its electronegativity.

Q: And if a continuum-solvent calculation on a neutral molecule does shift $I+A$?

A: Then look at what the model omits. Different effective radii for cation and anion are one candidate: with radii $R_+$ and $R_-$, the same algebra gives a shift of $-\tfrac{\kappa}{2}\,(1/R_+-1/R_-)$, which vanishes for $\varepsilon>1$ only if the radii agree. For a neutral molecule $I+A=E(1)-E(-1)$, so the solvation energy of its own dipole cancels, but dipoles of different size on the cation and the anion can shift the sum. So can a different reference energy for the electron.
